# Along a continuous Hückel orbital, the energy derivative with respect to a resonance integral is 2 c_i c_j

When the resonance integral between two different sites i and j is changed by s, an orbital energy E changes at the rate

dE/ds = 2 c_i c_j,

where c_i and c_j are the orbital's real amplitudes on the two sites. This is what the orbital contributes to the bond order when doubly occupied. The Hamiltonian is real symmetric, and the orbital is continuous and normalised at the point in question. Differentiability of E is then a conclusion. In a non-interacting tight-binding model with finitely many sites, the derivative of the total orbital energy at fixed occupations is therefore twice the bond order.

The sites form a finite type `n`, and their basis is orthonormal, so no overlap matrix appears.

In Lean 4 with Mathlib:

```lean
import Mathlib

open Matrix Filter Topology

namespace BondOrderDerivative

noncomputable section

variable {n : Type*} [Fintype n]
```

## An orbital followed through a change of coupling

Write H(s) = H0 + sV, where H0 is the Hamiltonian at s = 0 and V is the perturbation. Near a chosen value s0, the orbital c(s) satisfies

H(s) c(s) = E(s) c(s).

In the structure below, `∀ᶠ s in 𝓝 s0` means "for all s in some neighbourhood of s0". Continuity and c(s0)·c(s0) = 1 are required only at s0.

```lean
/-- An orbital `c s` with energy `E s` of the Hamiltonian `H0 + s V`, for `s` near `s0`;
the orbital is continuous at `s0` and normalised there. -/
structure IsOrbitalBranch (H0 V : Matrix n n ℝ) (c : ℝ → n → ℝ) (E : ℝ → ℝ) (s0 : ℝ) :
    Prop where
  eigen : ∀ᶠ s in 𝓝 s0, (H0 + s • V) *ᵥ c s = E s • c s
  cont : ContinuousAt c s0
  unit : c s0 ⬝ᵥ c s0 = 1
```

For a bond, V = E_ij + E_ji, where E_ij is the matrix with a single 1 in row i, column j. The resonance integral, usually called β_ij, is then (H0)_ij + s. For i = j the same definition gives 2E_ii.

```lean
/-- The bond operator `E_ij + E_ji`; for different sites `i` and `j` it multiplies the resonance
integral between them. -/
def bondOp [DecidableEq n] (i j : n) : Matrix n n ℝ :=
  Matrix.single i j 1 + Matrix.single j i 1
```

With occupation ν_k of orbital k, the Coulson bond order is

p_ij = Σ_k ν_k c_ki c_kj.

Its diagonal value p_ii is the Coulson charge, here an electron population and not a net charge. `bondOrder` covers both and accepts any real occupations and any family of orbitals; a physical application supplies orthonormal orbitals and occupations between 0 and 2.

```lean
/-- The Coulson bond order of sites `i` and `j` for orbitals `c k` with occupations `ν k`;
for `i = j` it is the Coulson charge of the site. -/
def bondOrder {m : Type*} [Fintype m] (ν : m → ℝ) (c : m → n → ℝ) (i j : n) : ℝ :=
  ∑ k, ν k * (c k i * c k j)
```

## From an energy difference to a derivative

Let H(t)u = e u and H(s)w = f w. Since H(t) is symmetric, it can act to the left:

u·H(t)w = (H(t)u)·w = e (u·w),
u·H(s)w = f (u·w).

Subtracting, with H(s) − H(t) = (s − t)V, gives

(f − e)(u·w) = (s − t)(u·Vw).

The two products are `h1` and `h2` in the proof, and `linear_combination` subtracts them.

```lean
/-- For symmetric `H0` and `V`, the energy difference of two orbitals at couplings `t` and `s`,
times their overlap, is `s - t` times the matrix element of `V` between them. -/
theorem energy_difference {H0 V : Matrix n n ℝ} (hH : H0.IsSymm) (hV : V.IsSymm)
    {s t e f : ℝ} {u w : n → ℝ} (hu : (H0 + t • V) *ᵥ u = e • u)
    (hw : (H0 + s • V) *ᵥ w = f • w) :
    (f - e) * (u ⬝ᵥ w) = (s - t) * (u ⬝ᵥ V *ᵥ w) := by
  have hsym : (H0 + t • V)ᵀ = H0 + t • V := by
    rw [Matrix.transpose_add, Matrix.transpose_smul, hH.eq, hV.eq]
  -- let the Hamiltonian at `t` act to the left, the one at `s` to the right
  have h1 : u ⬝ᵥ ((H0 + t • V) *ᵥ w) = e * (u ⬝ᵥ w) := by
    rw [Matrix.dotProduct_mulVec, ← Matrix.mulVec_transpose, hsym, hu, smul_dotProduct,
      smul_eq_mul]
  have h2 : u ⬝ᵥ ((H0 + s • V) *ᵥ w) = f * (u ⬝ᵥ w) := by
    rw [hw, dotProduct_smul, smul_eq_mul]
  rw [Matrix.add_mulVec, Matrix.smul_mulVec, dotProduct_add, dotProduct_smul,
    smul_eq_mul] at h1 h2
  linear_combination h1 - h2
```

Set t = s0, u = c(s0) and w = c(s). By continuity the overlap c(s0)·c(s) tends to 1, so it is nonzero close to s0. For s ≠ s0 we may therefore divide:

(E(s) − E(s0))/(s − s0) = [c(s0)·V c(s)] / [c(s0)·c(s)].

The numerator tends to c(s0)·V c(s0), hence

E′(s0) = c(s0)·V c(s0).

This is the Hellmann–Feynman theorem for a finite real symmetric matrix that is linear in its parameter. `HasDerivAt` states that the derivative exists and has this value. In the proof, `hov` and `hnum` are the two limits, and `slope` is the difference quotient.

```lean
/-- Hellmann-Feynman theorem: for symmetric `H0` and `V`, the energy of an orbital branch is
differentiable at `s0`, and its derivative is the expectation value of `V`. -/
theorem hellmann_feynman {H0 V : Matrix n n ℝ} (hH : H0.IsSymm) (hV : V.IsSymm)
    {c : ℝ → n → ℝ} {E : ℝ → ℝ} {s0 : ℝ} (h : IsOrbitalBranch H0 V c E s0) :
    HasDerivAt E (c s0 ⬝ᵥ V *ᵥ c s0) s0 := by
  have c1 : Continuous (fun w : n → ℝ => c s0 ⬝ᵥ w) := by
    simp only [dotProduct]
    fun_prop
  have c2 : Continuous (fun w : n → ℝ => c s0 ⬝ᵥ V *ᵥ w) := by
    simp only [Matrix.mulVec, dotProduct]
    fun_prop
  -- the overlap with the orbital at `s0` tends to one
  have hov : Tendsto (fun s => c s0 ⬝ᵥ c s) (𝓝 s0) (𝓝 1) := by
    have h1 := (c1.tendsto (c s0)).comp h.cont
    rw [h.unit] at h1
    exact h1
  have hnum : Tendsto (fun s => c s0 ⬝ᵥ V *ᵥ c s) (𝓝 s0) (𝓝 (c s0 ⬝ᵥ V *ᵥ c s0)) :=
    (c2.tendsto (c s0)).comp h.cont
  have hlim := hnum.div hov one_ne_zero
  rw [div_one] at hlim
  have hne := hov.eventually_ne one_ne_zero
  rw [hasDerivAt_iff_tendsto_slope]
  refine (hlim.mono_left nhdsWithin_le_nhds).congr' ?_
  filter_upwards [h.eigen.filter_mono nhdsWithin_le_nhds,
    hne.filter_mono nhdsWithin_le_nhds, self_mem_nhdsWithin] with s hs ho hmem
  have hsub : s - s0 ≠ 0 := sub_ne_zero.mpr hmem
  -- the difference quotient is a ratio of matrix element and overlap
  have key := energy_difference hH hV h.eigen.self_of_nhds hs
  change (c s0 ⬝ᵥ V *ᵥ c s) / (c s0 ⬝ᵥ c s) = slope E s0 s
  rw [slope_def_field, div_eq_div_iff ho hsub]
  linear_combination -key
```

## The bond operator and the site operator

Only one term survives in the matrix element of E_ij:

u·E_ij w = Σ_ab u_a δ_ai δ_bj w_b = u_i w_j.

```lean
variable [DecidableEq n]

/-- The matrix element of the matrix unit `E_ij` between two orbitals is the product of
their amplitudes on `i` and `j`. -/
theorem single_element (i j : n) (u w : n → ℝ) :
    u ⬝ᵥ Matrix.single i j (1 : ℝ) *ᵥ w = u i * w j := by
  rw [dotProduct, Finset.sum_eq_single i]
  · simp [Matrix.mulVec, dotProduct, Matrix.single_apply]
  · intro x _ hx
    simp [Matrix.mulVec, dotProduct, hx.symm]
  · simp
```

Therefore

c·(E_ij + E_ji)c = c_i c_j + c_j c_i = 2 c_i c_j.

The proof checks that the bond operator is symmetric, then applies the previous two results.

```lean
/-- For symmetric `H0`, the energy of an orbital branch of `H0 + s (E_ij + E_ji)` has derivative
`2 c_i c_j` at `s0`; for different `i` and `j` this is the derivative with respect to their
resonance integral. -/
theorem orbital_energy_deriv {H0 : Matrix n n ℝ} (hH : H0.IsSymm) (i j : n)
    {c : ℝ → n → ℝ} {E : ℝ → ℝ} {s0 : ℝ} (h : IsOrbitalBranch H0 (bondOp i j) c E s0) :
    HasDerivAt E (2 * c s0 i * c s0 j) s0 := by
  have hB : (bondOp i j).IsSymm := by
    ext a b
    simp [bondOp, Matrix.single_apply, and_comm, add_comm]
  refine (hellmann_feynman hH hB h).congr_deriv ?_
  rw [bondOp, Matrix.add_mulVec, dotProduct_add, single_element, single_element]
  ring
```

At fixed occupations, differentiate the total orbital energy term by term:

d/ds Σ_k ν_k E_k = Σ_k ν_k 2 c_ki c_kj = 2p_ij.

The theorem assumes the branch conditions for every orbital in the sum. Applying this to a stretched bond also requires knowing how the matrix elements depend on geometry, which the hypotheses do not supply.

```lean
/-- For symmetric `H0` and fixed occupations, the total energy of orbital branches of
`H0 + s (E_ij + E_ji)` has derivative twice the bond order of `i` and `j` at `s0`; for different `i`
and `j` this is the derivative with respect to their resonance integral. -/
theorem total_energy_deriv_bond {m : Type*} [Fintype m] {H0 : Matrix n n ℝ}
    (hH : H0.IsSymm) (i j : n) (ν : m → ℝ) {c : m → ℝ → n → ℝ} {E : m → ℝ → ℝ} {s0 : ℝ}
    (h : ∀ k, IsOrbitalBranch H0 (bondOp i j) (c k) (E k) s0) :
    HasDerivAt (fun s => ∑ k, ν k * E k s)
      (2 * bondOrder ν (fun k => c k s0) i j) s0 := by
  refine (HasDerivAt.fun_sum fun k _ =>
    (orbital_energy_deriv hH i j (h k)).const_mul (ν k)).congr_deriv ?_
  rw [bondOrder, Finset.mul_sum]
  exact Finset.sum_congr rfl fun k _ => by ring
```

If s instead shifts the energy of site i, then V = E_ii and c·E_ii c = c_i², so

d/ds Σ_k ν_k E_k = Σ_k ν_k c_ki² = p_ii.

```lean
/-- For symmetric `H0` and fixed occupations, the derivative of the total energy of orbital branches
with respect to the site energy of `i` is the Coulson charge of `i`. -/
theorem total_energy_deriv_site {m : Type*} [Fintype m] {H0 : Matrix n n ℝ}
    (hH : H0.IsSymm) (i : n) (ν : m → ℝ) {c : m → ℝ → n → ℝ} {E : m → ℝ → ℝ} {s0 : ℝ}
    (h : ∀ k, IsOrbitalBranch H0 (Matrix.single i i 1) (c k) (E k) s0) :
    HasDerivAt (fun s => ∑ k, ν k * E k s) (bondOrder ν (fun k => c k s0) i i) s0 := by
  have hS : (Matrix.single i i (1 : ℝ)).IsSymm := by
    ext a b
    simp [Matrix.single_apply, and_comm]
  refine (HasDerivAt.fun_sum fun k _ =>
    (hellmann_feynman hH hS (h k)).const_mul (ν k)).congr_deriv ?_
  exact Finset.sum_congr rfl fun k _ => by rw [single_element]
```

## Two sites, with and without a crossing

On two sites, numbered 0 and 1, the bond operator has this matrix:

```lean
/-- On two sites the bond operator is the matrix with zero diagonal and unit off-diagonal
entries. -/
theorem bondOp_two : bondOp (0 : Fin 2) 1 = !![0, 1; 1, 0] := by
  ext a b
  fin_cases a <;> fin_cases b <;> simp [bondOp]
```

Take site energies 7 and −7 and write r = √(49 + s²). The vector ((r + 7)/40, s/40) has energy r, because

7(r + 7) + s² = r(r + 7),
s(r + 7) − 7s = rs.

At s = 24, r = 25 and the amplitudes are 4/5 and 3/5, with unit norm. The formula gives 2·(4/5)·(3/5) = 24/25, in agreement with dr/ds = s/r.

```lean
/-- Two sites with energies `7` and `-7` and coupling `s` have an orbital branch of energy
`√(49 + s²)` at `s = 24`, with amplitudes that vary with `s`. -/
theorem orbitalBranch_witness :
    (!![7, 0; 0, -7] : Matrix (Fin 2) (Fin 2) ℝ).IsSymm ∧
    IsOrbitalBranch !![7, 0; 0, -7] (bondOp (0 : Fin 2) 1)
      (fun s => ![(Real.sqrt (49 + s ^ 2) + 7) / 40, s / 40])
      (fun s => Real.sqrt (49 + s ^ 2)) 24 := by
  refine ⟨?_, Eventually.of_forall fun s => ?_, Continuous.continuousAt ?_, ?_⟩
  · ext a b
    fin_cases a <;> fin_cases b <;> simp
  · have hr := Real.mul_self_sqrt (show 0 ≤ 49 + s ^ 2 by positivity)
    rw [bondOp_two]
    refine funext (Fin.forall_fin_two.2 ⟨?_, ?_⟩)
    · simp [Matrix.mulVec, dotProduct, Fin.sum_univ_two]
      linear_combination -hr / 40
    · simp [Matrix.mulVec, dotProduct, Fin.sum_univ_two]
      ring
  · refine continuous_pi (Fin.forall_fin_two.2 ⟨?_, ?_⟩)
    · change Continuous (fun s : ℝ => (Real.sqrt (49 + s ^ 2) + 7) / 40)
      fun_prop
    · change Continuous (fun s : ℝ => s / 40)
      fun_prop
  · have h25 : Real.sqrt (49 + (24 : ℝ) ^ 2) = 25 := by
      rw [show (49 : ℝ) + 24 ^ 2 = 25 ^ 2 by norm_num]
      exact Real.sqrt_sq (by norm_num)
    simp only [dotProduct, Fin.sum_univ_two, Matrix.cons_val_zero, Matrix.cons_val_one, h25]
    norm_num
```

Now let both site energies be zero. The upper level is |s|, with amplitudes (1, 1)/√2 for s ≥ 0 and (1, −1)/√2 for s < 0. The second amplitude jumps at s = 0.

```lean
/-- The two-site orbital with equal amplitudes for `s ≥ 0` and opposite amplitudes for
`s < 0`. -/
def crossingOrbital (s : ℝ) : Fin 2 → ℝ :=
  if 0 ≤ s then ![Real.sqrt 2 / 2, Real.sqrt 2 / 2] else ![Real.sqrt 2 / 2, -(Real.sqrt 2 / 2)]
```

For s ≥ 0 the coupling matrix multiplies the first vector by s; for s < 0 it multiplies the second by −s. Both vectors are normalised, yet |s| has a kink at zero. A unit eigenvector at every s is thus not enough for a differentiable energy when continuity at s0 is missing.

```lean
/-- Continuity of the orbital cannot be dropped: two equal sites with coupling `s` have a
normalised orbital of energy `|s|` for every `s`, and this energy is not differentiable at
`s = 0`. -/
theorem level_crossing :
    (∀ s : ℝ, (s • bondOp (0 : Fin 2) 1) *ᵥ crossingOrbital s = |s| • crossingOrbital s ∧
      crossingOrbital s ⬝ᵥ crossingOrbital s = 1) ∧
    ¬ DifferentiableAt ℝ (fun s : ℝ => |s|) 0 := by
  refine ⟨fun s => ?_, not_differentiableAt_abs_zero⟩
  have hr : Real.sqrt 2 * Real.sqrt 2 = 2 := Real.mul_self_sqrt (by norm_num)
  rw [bondOp_two]
  rcases le_or_gt 0 s with h | h
  · rw [crossingOrbital, if_pos h, abs_of_nonneg h]
    constructor
    · refine funext (Fin.forall_fin_two.2 ⟨?_, ?_⟩) <;>
        simp [Matrix.mulVec, dotProduct, Fin.sum_univ_two]
    · simp only [dotProduct, Fin.sum_univ_two, Matrix.cons_val_zero, Matrix.cons_val_one]
      linear_combination hr / 2
  · rw [crossingOrbital, if_neg (not_le_of_gt h), abs_of_neg h]
    constructor
    · refine funext (Fin.forall_fin_two.2 ⟨?_, ?_⟩) <;>
        simp [Matrix.mulVec, dotProduct, Fin.sum_univ_two]
    · simp only [dotProduct, Fin.sum_univ_two, Matrix.cons_val_zero, Matrix.cons_val_one]
      linear_combination hr / 2

end

end BondOrderDerivative
```

```lean
#print axioms BondOrderDerivative.orbital_energy_deriv
-- 'BondOrderDerivative.orbital_energy_deriv' depends on axioms: [propext, Classical.choice, Quot.sound]
#print axioms BondOrderDerivative.total_energy_deriv_bond
-- 'BondOrderDerivative.total_energy_deriv_bond' depends on axioms: [propext, Classical.choice, Quot.sound]
#print axioms BondOrderDerivative.total_energy_deriv_site
-- 'BondOrderDerivative.total_energy_deriv_site' depends on axioms: [propext, Classical.choice, Quot.sound]
#print axioms BondOrderDerivative.level_crossing
-- 'BondOrderDerivative.level_crossing' depends on axioms: [propext, Classical.choice, Quot.sound]
```
